# Independent depolarizing noise damps Jordan-Wigner coherences at distance d ≥ 1 by (1 − p)^(d+1)

If each of m qubits independently suffers an X, Y or Z error with probability p/4 each, the expectation of a Pauli string with w letters other than I is multiplied by (1 − p)^w. In the Jordan-Wigner encoding, where a_j annihilates a fermion in mode j, the coherence Tr(ρ a_i† a_j) of a state ρ between modes at distance d = |i − j| ≥ 1 is multiplied by (1 − p)^(d+1).

```lean
import Mathlib

open Matrix

namespace JordanWignerDepolarizing

noncomputable section

/-- Operators on one qubit. -/
abbrev Site := Matrix (Fin 2) (Fin 2) ℂ

/-- Operators on `m` qubits, in the basis of bit strings. -/
abbrev Op (m : ℕ) := Matrix (Fin m → Fin 2) (Fin m → Fin 2) ℂ

/-- The tensor product of one operator per qubit. -/
def tens {m : ℕ} (A : Fin m → Site) : Op m :=
  Matrix.of fun x y => ∏ k, A k (x k) (y k)

/-- The matrices I, X, Y, Z, numbered 0 to 3. -/
def pauli : Fin 4 → Site :=
  ![1, !![0, 1; 1, 0], !![0, -Complex.I; Complex.I, 0], !![1, 0; 0, -1]]

/-- The weights of the errors I, X, Y, Z on one qubit. -/
def prob (p : ℝ) : Fin 4 → ℝ := ![1 - 3 * p / 4, p / 4, p / 4, p / 4]

/-- The Pauli string with letter `e k` on qubit `k`. -/
def pauliString {m : ℕ} (e : Fin m → Fin 4) : Op m := tens fun k => pauli (e k)

/-- Independent noise on all qubits: a sum over error patterns, each weighted by the
product of its one-qubit weights. -/
def noise {m : ℕ} (p : ℝ) (ρ : Op m) : Op m :=
  ∑ e : Fin m → Fin 4, ((∏ k, prob p (e k) : ℝ) : ℂ) •
    (pauliString e * ρ * pauliString e)

/-- The same noise acting on an operator of a single qubit. -/
def siteNoise (p : ℝ) (A : Site) : Site :=
  ∑ a, (prob p a : ℂ) • (pauli a * A * pauli a)

/-- The factor on qubit `k` of the Jordan-Wigner annihilator of mode `j`: Z before the mode,
the lowering matrix at the mode, the identity after it. -/
def jwSite {m : ℕ} (j k : Fin m) : Site :=
  if k < j then pauli 3 else if k = j then !![0, 1; 0, 0] else 1

/-- The Jordan-Wigner annihilation operator of mode `j`. -/
def annihilate {m : ℕ} (j : Fin m) : Op m := tens (jwSite j)

/-- Product operators multiply qubit by qubit. -/
theorem tens_mul {m : ℕ} (A B : Fin m → Site) :
    tens A * tens B = tens fun k => A k * B k := by
  ext x y
  simp only [tens, Matrix.mul_apply, Matrix.of_apply]
  rw [Finset.prod_univ_sum, Fintype.piFinset_univ]
  exact Finset.sum_congr rfl fun z _ => Finset.prod_mul_distrib.symm

/-- One-qubit noise multiplies an operator by `1 - p` and adds `p / 2` times its trace times the
identity. -/
theorem siteNoise_eq (p : ℝ) (A : Site) :
    siteNoise p A = (1 - p : ℂ) • A + (p / 2 * A.trace : ℂ) • (1 : Site) := by
  -- Y is the imaginary unit times a real matrix
  have hY : pauli 2 = Complex.I • (!![0, -1; 1, 0] : Site) := by
    ext i j
    fin_cases i <;> fin_cases j <;> simp [pauli]
  have hYY : pauli 2 * A * pauli 2 =
      (-1 : ℂ) • ((!![0, -1; 1, 0] : Site) * A * !![0, -1; 1, 0]) := by
    rw [hY, Matrix.smul_mul, Matrix.smul_mul, Matrix.mul_smul, smul_smul, Complex.I_mul_I]
  simp only [siteNoise, Fin.sum_univ_four, hYY]
  clear hY hYY
  obtain ⟨a, b, c, d, rfl⟩ : ∃ a b c d : ℂ, A = !![a, b; c, d] :=
    ⟨_, _, _, _, Matrix.eta_fin_two A⟩
  ext i j
  fin_cases i <;> fin_cases j <;>
    simp [prob, pauli, Matrix.trace_fin_two] <;> ring

/-- In an expectation value of a product operator, the noise on the state can be moved
onto the factors of the observable. -/
theorem trace_noise_tens {m : ℕ} (p : ℝ) (ρ : Op m) (A : Fin m → Site) :
    (noise p ρ * tens A).trace = (ρ * tens fun k => siteNoise p (A k)).trace := by
  -- the product of one-qubit sums is a sum over error patterns
  have key : (tens fun k => siteNoise p (A k)) =
      ∑ e : Fin m → Fin 4, ((∏ k, prob p (e k) : ℝ) : ℂ) •
        (pauliString e * tens A * pauliString e) := by
    ext x y
    simp only [pauliString, tens_mul]
    simp only [tens, siteNoise, Matrix.of_apply, Matrix.sum_apply, Matrix.smul_apply,
      smul_eq_mul]
    rw [Finset.prod_univ_sum, Fintype.piFinset_univ]
    refine Finset.sum_congr rfl fun e _ => ?_
    rw [Finset.prod_mul_distrib, Complex.ofReal_prod]
  -- cyclicity of the trace
  have cyc : ∀ P T : Op m, (P * ρ * P * T).trace = (ρ * (P * T * P)).trace := by
    intro P T
    calc (P * ρ * P * T).trace = (P * (ρ * (P * T))).trace := by
          simp only [Matrix.mul_assoc]
      _ = (ρ * (P * T) * P).trace := Matrix.trace_mul_comm _ _
      _ = (ρ * (P * T * P)).trace := by simp only [Matrix.mul_assoc]
  rw [key, noise, Finset.sum_mul, Matrix.trace_sum, Finset.mul_sum, Matrix.trace_sum]
  refine Finset.sum_congr rfl fun e _ => ?_
  rw [Matrix.smul_mul, Matrix.mul_smul, Matrix.trace_smul, Matrix.trace_smul, cyc]

/-- If a product operator has traceless factors on the qubits of `S` and identities elsewhere,
noise multiplies its expectation by `1 - p` once for each qubit of `S`. -/
theorem trace_noise_traceless {m : ℕ} (p : ℝ) (ρ : Op m) (A : Fin m → Site)
    (S : Finset (Fin m)) (hS : ∀ k ∈ S, (A k).trace = 0) (h1 : ∀ k ∉ S, A k = 1) :
    (noise p ρ * tens A).trace = (1 - p : ℂ) ^ S.card * (ρ * tens A).trace := by
  have site : ∀ k, siteNoise p (A k) = (if k ∈ S then (1 - p : ℂ) else 1) • A k := by
    intro k
    by_cases h : k ∈ S
    · rw [siteNoise_eq, hS k h, if_pos h, mul_zero, zero_smul, add_zero]
    · rw [siteNoise_eq, h1 k h, if_neg h, Matrix.trace_one, Fintype.card_fin]
      push_cast
      module
  have key : (tens fun k => siteNoise p (A k)) = (1 - p : ℂ) ^ S.card • tens A := by
    ext x y
    simp only [tens, site, Matrix.of_apply, Matrix.smul_apply, smul_eq_mul,
      Finset.prod_mul_distrib]
    rw [Finset.prod_ite_mem, Finset.univ_inter, Finset.prod_const]
  rw [trace_noise_tens, key, Matrix.mul_smul, Matrix.trace_smul, smul_eq_mul]

/-- Noise multiplies the expectation of a Pauli string by `1 - p` to the power of its weight,
the number of letters other than I. -/
theorem pauli_expectation {m : ℕ} (p : ℝ) (ρ : Op m) (e : Fin m → Fin 4) :
    (noise p ρ * pauliString e).trace =
      (1 - p : ℂ) ^ (Finset.univ.filter fun k => e k ≠ 0).card *
        (ρ * pauliString e).trace := by
  have tr : ∀ a : Fin 4, a ≠ 0 → (pauli a).trace = 0 := by
    intro a
    fin_cases a <;> simp [pauli, Matrix.trace_fin_two]
  refine trace_noise_traceless p ρ _ _ (fun k hk => tr _ (Finset.mem_filter.mp hk).2) ?_
  intro k hk
  have h0 : e k = 0 := by simpa using hk
  simp [h0, pauli]

/-- The hopping operator from mode `j` to mode `i` is a product operator. -/
theorem hopping_eq {m : ℕ} (i j : Fin m) :
    (annihilate i)ᴴ * annihilate j = tens fun k => (jwSite i k)ᴴ * jwSite j k := by
  have h : (annihilate i)ᴴ = tens fun k => (jwSite i k)ᴴ := by
    ext x y
    simp only [annihilate, tens, Matrix.conjTranspose_apply, Matrix.of_apply, star_prod]
  rw [h, annihilate, tens_mul]

/-- On a qubit before both modes or after both modes, the hopping operator acts as
the identity. -/
theorem hopping_outside {m : ℕ} (i j k : Fin m)
    (h : (k < i ∧ k < j) ∨ (i < k ∧ j < k)) : (jwSite i k)ᴴ * jwSite j k = 1 := by
  rcases h with ⟨hi, hj⟩ | ⟨hi, hj⟩
  · -- the two Z strings cancel
    simp only [jwSite, if_pos hi, if_pos hj]
    ext a b
    fin_cases a <;> fin_cases b <;> simp [pauli, Matrix.mul_apply, Fin.sum_univ_two]
  · simp [jwSite, lt_asymm hi, lt_asymm hj, hi.ne', hj.ne']

/-- For two different modes, the factor of the hopping operator on each qubit from one mode
to the other, ends included, is traceless. -/
theorem hopping_inside {m : ℕ} (i j k : Fin m) (hij : i ≠ j)
    (h : (i ≤ k ∧ k ≤ j) ∨ (j ≤ k ∧ k ≤ i)) :
    ((jwSite i k)ᴴ * jwSite j k).trace = 0 := by
  simp only [jwSite]
  split_ifs <;>
    simp [pauli, Matrix.trace_fin_two, Matrix.mul_apply, Fin.sum_univ_two] <;> omega

/-- Noise multiplies the Jordan-Wigner coherence between two modes at distance `d ≥ 1`
by `(1 - p) ^ (d + 1)`. -/
theorem coherence_decay {m : ℕ} (p : ℝ) (ρ : Op m) (i j : Fin m) (d : ℕ) (hd : 1 ≤ d)
    (h : (j : ℕ) = i + d ∨ (i : ℕ) = j + d) :
    (noise p ρ * ((annihilate i)ᴴ * annihilate j)).trace =
      (1 - p : ℂ) ^ (d + 1) * (ρ * ((annihilate i)ᴴ * annihilate j)).trace := by
  have hij : i ≠ j := by omega
  rw [hopping_eq]
  rcases h with h | h
  · have card : (Finset.Icc i j).card = d + 1 := by rw [Fin.card_Icc]; omega
    rw [← card]
    refine trace_noise_traceless p ρ _ _ (fun k hk => ?_) (fun k hk => ?_)
    · exact hopping_inside i j k hij (Or.inl (Finset.mem_Icc.mp hk))
    · exact hopping_outside i j k (by rw [Finset.mem_Icc] at hk; omega)
  · have card : (Finset.Icc j i).card = d + 1 := by rw [Fin.card_Icc]; omega
    rw [← card]
    refine trace_noise_traceless p ρ _ _ (fun k hk => ?_) (fun k hk => ?_)
    · exact hopping_inside i j k hij (Or.inr (Finset.mem_Icc.mp hk))
    · exact hopping_outside i j k (by rw [Finset.mem_Icc] at hk; omega)

/-- At distance zero, noise multiplies the occupation of a mode by `1 - p` and adds `p / 2`
times the trace of the state. -/
theorem occupation_noise {m : ℕ} (p : ℝ) (ρ : Op m) (j : Fin m) :
    (noise p ρ * ((annihilate j)ᴴ * annihilate j)).trace =
      (1 - p : ℂ) * (ρ * ((annihilate j)ᴴ * annihilate j)).trace + p / 2 * ρ.trace := by
  have off : ∀ k, k ≠ j → (jwSite j k)ᴴ * jwSite j k = 1 := fun k hk =>
    hopping_outside j j k (by omega)
  have tr : ((jwSite j j)ᴴ * jwSite j j).trace = 1 := by
    simp [jwSite, Matrix.trace_fin_two, Matrix.mul_apply, Fin.sum_univ_two]
  have unit : siteNoise p 1 = 1 := by
    rw [siteNoise_eq, Matrix.trace_one, Fintype.card_fin]
    push_cast
    module
  have one : (1 : Op m) = tens fun _ => 1 := by
    ext x y
    simp [tens, Matrix.one_apply, Finset.prod_ite_zero, funext_iff]
  -- only the factor at the mode itself changes
  have key : (tens fun k => siteNoise p ((jwSite j k)ᴴ * jwSite j k)) =
      (1 - p : ℂ) • (tens fun k => (jwSite j k)ᴴ * jwSite j k) +
        (p / 2 : ℂ) • (1 : Op m) := by
    rw [one]
    ext x y
    have split : ∀ C : Fin m → Site, (∀ k, k ≠ j → C k = 1) → tens C x y =
        C j (x j) (y j) * ∏ k ∈ Finset.univ.erase j, (1 : Site) (x k) (y k) := by
      intro C hC
      simp only [tens, Matrix.of_apply]
      rw [← Finset.mul_prod_erase _ _ (Finset.mem_univ j)]
      congr 1
      exact Finset.prod_congr rfl fun k hk => by rw [hC k (Finset.ne_of_mem_erase hk)]
    simp only [Matrix.add_apply, Matrix.smul_apply, smul_eq_mul]
    rw [split _ (fun k hk => by rw [off k hk, unit]), split _ off,
      split (fun _ => 1) (fun _ _ => rfl), siteNoise_eq, tr]
    simp only [Matrix.add_apply, Matrix.smul_apply, smul_eq_mul]
    ring
  rw [hopping_eq, trace_noise_tens, key, Matrix.mul_add, Matrix.mul_smul, Matrix.mul_smul,
    Matrix.trace_add, Matrix.trace_smul, Matrix.trace_smul, Matrix.mul_one,
    smul_eq_mul, smul_eq_mul]

end

end JordanWignerDepolarizing
```

```lean
#print axioms JordanWignerDepolarizing.pauli_expectation
#print axioms JordanWignerDepolarizing.coherence_decay
#print axioms JordanWignerDepolarizing.occupation_noise
```

```
'JordanWignerDepolarizing.pauli_expectation' depends on axioms: [propext, Classical.choice, Quot.sound]
'JordanWignerDepolarizing.coherence_decay' depends on axioms: [propext, Classical.choice, Quot.sound]
'JordanWignerDepolarizing.occupation_noise' depends on axioms: [propext, Classical.choice, Quot.sound]
```

## Three laws for noisy expectation values

Write N(ρ) for the state after the noise. The theorem `pauli_expectation` says that for every Pauli string P of weight w,

Tr(N(ρ) P) = (1 − p)^w Tr(ρ P).

The weight is the number of qubits k with `e k ≠ 0`, since the letters I, X, Y, Z are numbered 0 to 3.

The theorem `coherence_decay` says that for d ≥ 1, with j = i + d or i = j + d,

Tr(N(ρ) a_i† a_j) = (1 − p)^(d+1) Tr(ρ a_i† a_j).

At distance zero the law is different. By `occupation_noise`,

Tr(N(ρ) a_j† a_j) = (1 − p) Tr(ρ a_j† a_j) + (p/2) Tr ρ.

For a normalised state, an occupation n therefore becomes (1 − p)n + p/2: it is pulled towards one half, not towards zero.

For 0 < p < 1 the coherence factor falls exponentially with d. This decay is spurious as a statement about the fermions, because d counts steps in the chosen ordering of the modes. Two neighbouring sites of a two-dimensional lattice can be far apart in that ordering. For one-particle density matrices measured on a quantum computer, the result gives the distortion caused by one round of independent depolarizing noise on the final state, with everything else ideal.

## Qubits, errors and modes as matrices

An `Op m` is a complex matrix whose rows and columns are labelled by bit strings of length m. The function `tens` forms the tensor product of one 2 × 2 matrix per qubit: each entry is the product of the corresponding one-qubit entries.

The channel `noise` sums over all error patterns e. Each pattern conjugates ρ by the string `pauliString e` and carries the product of the one-qubit weights in `prob`, which are 1 − 3p/4, p/4, p/4 and p/4. The product form expresses the independence of the errors, so correlated errors such as crosstalk lie beyond the model.

Bit 0 means an empty mode and bit 1 an occupied one. With the lowering matrix σ = |0⟩⟨1|, the annihilator is

a_j = Z ⊗ … ⊗ Z ⊗ σ ⊗ 1 ⊗ … ⊗ 1,

with σ on qubit j and Z on every qubit before it. This is `annihilate j`, and its conjugate transpose `(annihilate j)ᴴ` is the creator. Modes are numbered from 0. The file takes this formula as the definition of the fermionic operators and does not derive their anticommutation relations.

The theorems hold for every real p and every matrix ρ. In the physical reading ρ is a density matrix, and the weights in `prob` are probabilities for 0 ≤ p ≤ 4/3. The discussion here keeps to 0 ≤ p ≤ 1, where the factor 1 − p is not negative.

## One qubit: shrink and add a multiple of the identity

Let A have rows (a, b) and (c, d), where d is for the moment just a matrix entry. Conjugation by Z flips the signs of b and c, so

A + ZAZ = 2 diag(a, d).

Conjugation by X gives rows (d, c) and (b, a), and conjugation by Y gives rows (d, −c) and (−b, a). Hence

XAX + YAY = 2 diag(d, a),

A + XAX + YAY + ZAZ = 2 Tr(A) 1.

Splitting the weight of I as 1 − 3p/4 = (1 − p) + p/4, the one-qubit noise D becomes

D(A) = (1 − p)A + (p/4) · 2 Tr(A) 1 = (1 − p)A + (p/2) Tr(A) 1.

This is `siteNoise_eq`. The Lean proof writes Y as the imaginary unit times a real matrix, then compares the four entries with `ring`. Two cases matter below: a traceless A is multiplied by 1 − p, and the identity is left alone, because (1 − p) + (p/2) · 2 = 1.

## Moving the noise onto the observable

Let T = A_0 ⊗ … ⊗ A_(m−1) be a product observable. For each error string P, cyclicity of the trace gives

Tr(P ρ P T) = Tr(ρ P T P).

Product operators multiply qubit by qubit (`tens_mul`), so P T P has the factors P_k A_k P_k. Summing over all error patterns with product weights is the same as multiplying out one sum per qubit. Therefore

Tr(N(ρ) T) = Tr(ρ (D(A_0) ⊗ … ⊗ D(A_(m−1)))).

This is `trace_noise_tens`. Its step `cyc` is the cyclicity, and `Finset.prod_univ_sum` exchanges the product of sums for a sum over patterns.

Now suppose that A_k is traceless for k in a set S and the identity elsewhere. Each qubit in S contributes 1 − p and every other qubit contributes 1, so the expectation is multiplied by (1 − p)^|S|. The lemma `trace_noise_traceless` collects these scalars. For a Pauli string, S is the set of qubits whose letter is not I. The letters X, Y and Z are traceless, and |S| is the weight, so the weight law follows.

## Why the exponent is d + 1

Take i < j and multiply a_i† by a_j on each qubit:

- before i, the factor is Z · Z = 1;
- at i, it is σ†Z = σ†;
- strictly between i and j, it is 1 · Z = Z;
- at j, it is 1 · σ = σ;
- after j, it is 1.

For i > j the factor at j is Zσ = σ, the one at i is σ†, and Z again stands between them. In both orders, the qubits from one mode to the other, ends included, carry traceless factors. There are d + 1 of them, and all others carry identities.

In the file, `hopping_eq` writes a_i† a_j as a product operator, `hopping_outside` finds the identities and `hopping_inside` the traceless factors. Then `coherence_decay` takes S to be the interval `Finset.Icc i j` or `Finset.Icc j i`, whose size is d + 1, and applies `trace_noise_traceless`.

For i = j the factor at the mode is σ†σ = diag(0, 1), which has trace one. The noise turns it into

D(σ†σ) = (1 − p)σ†σ + (p/2) 1,

while the identities on the other qubits stay put. Taking the expectation gives the occupation law. The step `split` in `occupation_noise` separates the factor at qubit j from the rest, so that this one-qubit formula can be used inside the product.

## Three modes at p = 0.1

Place one particle in an equal superposition of modes 0 and 2:

|ψ⟩ = (|100⟩ + |001⟩)/√2.

The operator a_0† a_2 sends |001⟩ to |100⟩ and annihilates |100⟩, so the coherence is 1/2. The distance is 2, and the noise leaves

0.9³ · 1/2 = 0.729 · 0.5 = 0.3645.

The occupations 1/2, 0 and 1/2 become

0.9 · 0.5 + 0.05 = 0.5,  0.9 · 0 + 0.05 = 0.05,  0.5.

They add up to 1.05, so the noise has also changed the mean particle number. Had the same superposition occupied modes 0 and 1, the coherence would have kept the larger value 0.81 · 0.5 = 0.405.

## Replacing a qubit instead of drawing Pauli errors

The channel could also have been defined without Pauli errors: each qubit, independently of the others, is kept with probability 1 − p and replaced with probability p by a fresh one in the maximally mixed state, which is half the identity matrix. The factors 1 − p would then be visible in the definition, and p would be the probability of replacement. Written directly, the replacement step involves a partial trace over the replaced qubit, and the description by random X, Y and Z errors would become something to prove. The decay laws would be the same, since both definitions give the same channel for 0 ≤ p ≤ 1.
